# Symmetric linear mixing without overshoot: no convex combination beats the latest residual

A DIIS or Anderson step combines stored iterates with coefficients that sum to one, and these coefficients may be negative unless a constraint forbids it. Here the stored iterates come from simple mixing with a fixed parameter, in a model of a self-consistent field calculation whose residual is linear, with a symmetric error propagator between zero and one. For such iterates, a combination with nonnegative coefficients that sum to one, taken before any further mixing step, never has a smaller residual than the latest iterate.

## From simple mixing to the bound

Let \(A\) be a linear operator on a real inner product space, \(b\) a fixed vector and \(r(x)=b-Ax\) the residual. Simple mixing with parameter \(\beta\) sets \(x_{n+1}=x_n+\beta r_n\), where \(r_n=r(x_n)\). Then
\[
r_{n+1}=b-Ax_n-\beta Ar_n=(1-\beta A)r_n ,
\]
so \(r_n=M^n r_0\) with \(M=1-\beta A\). Assume that \(M\) is symmetric and \(0\le M\le 1\) as quadratic forms. Physically, each error mode is damped or left unchanged, and none changes sign.

**Claim.** If \(c_0,\dots,c_k\ge 0\) and \(\sum_j c_j=1\), then \(\|\sum_j c_j r_j\|\ge\|r_k\|\).

Start from the identity
\[
M(1-M)=M(1-M)M+(1-M)M(1-M).
\]
Both terms on the right are nonnegative forms, so \(\langle Mz,z-Mz\rangle\ge 0\) for every \(z\). For \(d=x-Mx\) the identity also gives
\[
\langle Mx,d\rangle=\langle Mx,(1-M)Mx\rangle+\langle d,Md\rangle\ge\langle d,Md\rangle\ge\|Md\|^2 ,
\]
where the last step is \(\langle Md,d-Md\rangle\ge 0\).

Now let \(m_n(x)=\langle x,M^n x\rangle\). We have \(m_0\ge m_1\) from \(M\le 1\), and \(m_1\ge m_2\) from \(\langle Mx,x-Mx\rangle\ge 0\). Since \(m_{n+2}(x)=m_n(Mx)\), induction in steps of two shows that the moments never increase. By symmetry, for \(j\le k\),
\[
\langle r_j,r_k\rangle=m_{j+k}(r_0)\ge m_{2k}(r_0)=\|r_k\|^2 .
\]
Put \(s=\sum_j c_j r_j\). Averaging with the weights \(c_j\) and applying Cauchy–Schwarz gives
\[
\|r_k\|^2\le\langle s,r_k\rangle\le\|s\|\,\|r_k\| .
\]
If \(r_k=0\) the claim is trivial; otherwise divide by \(\|r_k\|\).

Because the coefficients sum to one, \(r(\sum_j c_jx_j)=\sum_j c_jr_j\). An affine combination of iterates with a smaller residual than \(x_k\) must therefore contain a negative coefficient.

Negative coefficients can indeed help. Let \(x\) now be a residual, so that \(Mx\) is the next one, and keep \(d=x-Mx\). With \(a=\langle Mx,d\rangle\),
\[
\|(1+t)Mx-tx\|^2=\|Mx-td\|^2=\|Mx\|^2-2ta+t^2\|d\|^2 .
\]
If \(M^2x\ne Mx\), then \(Md\neq0\) and \(a\ge\|Md\|^2>0\). The choice \(t=a/(\|d\|^2+1)\) turns the right side into \(\|Mx\|^2-ta-t^2\), which is smaller than \(\|Mx\|^2\).

## Two modes in numbers

Take \(M=\mathrm{diag}(1/2,1/4)\) and \(r_0=(1,1)\), so \(r_1=(1/2,1/4)\) and \(\|r_1\|\approx 0.559\). Equal weights give \((3/4,5/8)\), of norm about \(0.976\). For extrapolation, \(d=(1/2,3/4)\), \(a=7/16\) and \(\|d\|^2=13/16\). The parabola has its minimum at \(t=a/\|d\|^2=7/13\), with coefficients \(c_0=-7/13\) and \(c_1=20/13\). The combined residual is \((3/13,-2/13)\), of norm \(1/\sqrt{13}\approx 0.277\), about half that of \(r_1\).

## The operator and the iteration in Lean

The space `E` may have any dimension.

```lean
import Mathlib

open Finset

namespace ConvexMixing

noncomputable section

variable {E : Type*} [NormedAddCommGroup E] [InnerProductSpace ℝ E]
```

The structure below collects symmetry, \(M\ge0\) and \(M\le1\). Its name `IsMonotone` is narrower than the textbook term "monotone operator", which for a linear map requires only the nonnegative quadratic form.

```lean
/-- The operator `M` that propagates the residual is symmetric and lies between zero and the
identity in the sense of quadratic forms. -/
structure IsMonotone (M : E →ₗ[ℝ] E) : Prop where
  symm : ∀ x y, inner ℝ (M x) y = inner ℝ x (M y)
  nonneg : ∀ x, 0 ≤ inner ℝ x (M x)
  le_one : ∀ x, 0 ≤ inner ℝ x (x - M x)
```

The residual has the sign convention \(b-Ax\), and the iterates follow the update rule, with no law for the residuals built in.

```lean
/-- The residual `b - A x` of a linear fixed-point problem at the trial vector `x`. -/
def residual (A : E →ₗ[ℝ] E) (b x : E) : E := b - A x

/-- Simple mixing: each step adds `β` times the current residual to the current iterate. -/
def mixing (A : E →ₗ[ℝ] E) (b : E) (β : ℝ) (x₀ : E) : ℕ → E
  | 0 => x₀
  | n + 1 => mixing A b β x₀ n + β • residual A b (mixing A b β x₀ n)
```

## Overlaps and moments

The first lemma is \(\langle Mx,d\rangle\ge\|Md\|^2\). The operator identity appears as `split`, used once for `x` and once for the decrement; `linarith` adds the resulting inequalities.

```lean
/-- For monotone `M`, the overlap of `M x` with the decrement `x - M x` is at least the squared
norm of the next decrement. -/
theorem decrement_overlap {M : E →ₗ[ℝ] E} (h : IsMonotone M) (x : E) :
    ‖M (x - M x)‖ ^ 2 ≤ inner ℝ (M x) (x - M x) := by
  -- M(1 - M) = M(1 - M)M + (1 - M)M(1 - M)
  have split : ∀ z : E, inner ℝ (M z) (z - M z) =
      inner ℝ (M z) (M z - M (M z)) + inner ℝ (z - M z) (M (z - M z)) := by
    intro z
    simp only [map_sub, inner_sub_left, inner_sub_right]
    linear_combination h.symm z z - h.symm z (M z)
  have h1 := split x
  have h2 := h.le_one (M x)
  -- the same identity for the decrement itself
  have h3 := split (x - M x)
  have h4 := h.le_one (M (x - M x))
  have h5 := h.nonneg (x - M x - M (x - M x))
  have h6 := h.symm (x - M x) (x - M x)
  have h7 : inner ℝ (M (x - M x)) (x - M x - M (x - M x)) =
      inner ℝ (M (x - M x)) (x - M x) - ‖M (x - M x)‖ ^ 2 := by
    rw [inner_sub_right, real_inner_self_eq_norm_sq]
  linarith
```

The three cases of the next proof are the two starting inequalities and the step \(m_{n+2}(x)=m_n(Mx)\).

```lean
/-- For monotone `M`, the moments `⟨x, Mⁿ x⟩` do not increase with `n`. -/
theorem moment_succ_le {M : E →ₗ[ℝ] E} (h : IsMonotone M) :
    ∀ (n : ℕ) (x : E), inner ℝ x ((M ^ (n + 1)) x) ≤ inner ℝ x ((M ^ n) x)
  | 0, x => by
    have h1 := h.le_one x
    rw [inner_sub_right] at h1
    simpa using h1
  | 1, x => by
    have h1 := (sq_nonneg _).trans (decrement_overlap h x)
    rw [inner_sub_right, h.symm x x, h.symm x (M x)] at h1
    have e : (M ^ (1 + 1)) x = M (M x) := by
      rw [pow_succ, pow_one]
      rfl
    rw [e, pow_one]
    linarith
  | n + 2, x => by
    -- move one factor of M to each side of the inner product
    have e : ∀ m : ℕ, inner ℝ x ((M ^ (m + 2)) x) = inner ℝ (M x) ((M ^ m) (M x)) := by
      intro m
      have hp : M ^ (m + 2) = M * (M ^ m * M) := by
        rw [← pow_succ, ← pow_succ']
      rw [hp, h.symm]
      rfl
    have h1 := moment_succ_le h n (M x)
    rw [← e n, ← e (n + 1)] at h1
    exact h1
```

## The bound for convex weights

The powers `M ^ j` are repeated applications of `M`, and `range (k + 1)` is the index set \(0,\dots,k\). Only the values of `c` there matter. At \(k=0\) the sole weight is one and equality holds.

In the proof, `ov` expresses overlaps as moments, `anti` orders them, and `key` is the weighted average. The last lines avoid division: if \(\|s\|<\|r_k\|\), then \(\|r_k\|>0\), and multiplying by it contradicts the Cauchy–Schwarz estimate.

```lean
/-- For monotone `M`, no convex combination of the residuals `r₀, M r₀, …, Mᵏ r₀` has a smaller
norm than the latest residual `Mᵏ r₀`. -/
theorem norm_latest_le_norm_convex {M : E →ₗ[ℝ] E} (h : IsMonotone M) (r₀ : E) (k : ℕ)
    (c : ℕ → ℝ) (hc : ∀ j ∈ range (k + 1), 0 ≤ c j) (hs : ∑ j ∈ range (k + 1), c j = 1) :
    ‖(M ^ k) r₀‖ ≤ ‖∑ j ∈ range (k + 1), c j • (M ^ j) r₀‖ := by
  -- overlaps of residuals are moments
  have ov : ∀ i j : ℕ, inner ℝ ((M ^ i) r₀) ((M ^ j) r₀) = inner ℝ r₀ ((M ^ (i + j)) r₀) := by
    intro i
    induction i with
    | zero => intro j; simp
    | succ i ih =>
      intro j
      have e1 : (M ^ (i + 1)) r₀ = M ((M ^ i) r₀) := by rw [pow_succ']; rfl
      have e2 : M ((M ^ j) r₀) = (M ^ (j + 1)) r₀ := by rw [pow_succ']; rfl
      rw [e1, h.symm, e2, ih (j + 1), show i + (j + 1) = i + 1 + j by omega]
  have anti : Antitone fun n : ℕ => inner ℝ r₀ ((M ^ n) r₀) :=
    antitone_nat_of_succ_le fun n => moment_succ_le h n r₀
  have key : ‖(M ^ k) r₀‖ ^ 2 ≤
      inner ℝ (∑ j ∈ range (k + 1), c j • (M ^ j) r₀) ((M ^ k) r₀) := by
    rw [sum_inner]
    calc ‖(M ^ k) r₀‖ ^ 2 = ∑ j ∈ range (k + 1), c j * ‖(M ^ k) r₀‖ ^ 2 := by
          rw [← Finset.sum_mul, hs, one_mul]
      _ ≤ _ := by
          refine Finset.sum_le_sum fun j hj => ?_
          rw [real_inner_smul_left, ← real_inner_self_eq_norm_sq, ov, ov]
          have hjk : j + k ≤ k + k := by
            have := Finset.mem_range.1 hj
            omega
          exact mul_le_mul_of_nonneg_left (anti hjk) (hc j hj)
  -- Cauchy-Schwarz
  have cs := real_inner_le_norm (∑ j ∈ range (k + 1), c j • (M ^ j) r₀) ((M ^ k) r₀)
  by_contra hn
  have hlt := lt_of_not_ge hn
  nlinarith [mul_pos (sub_pos.2 hlt) (lt_of_le_of_lt (norm_nonneg _) hlt)]
```

## Back to the mixed iterates

Induction on the update rule gives \(r_n=(1-\beta A)^n r_0\).

```lean
/-- Under simple mixing the residual after `n` steps is `(1 - β A)ⁿ` applied to the first one. -/
theorem residual_mixing (A : E →ₗ[ℝ] E) (b : E) (β : ℝ) (x₀ : E) (n : ℕ) :
    residual A b (mixing A b β x₀ n) = ((1 - β • A) ^ n) (residual A b x₀) := by
  induction n with
  | zero => simp [mixing]
  | succ n ih =>
    rw [pow_succ', Module.End.mul_apply, ← ih]
    simp only [mixing, residual, map_add, map_smul, LinearMap.sub_apply,
      Module.End.one_apply, LinearMap.smul_apply]
    module
```

The next theorem concerns the residual of the combined iterate itself. Its step `aff` uses the unit sum of the coefficients; if none were negative, the previous bound would contradict the assumed improvement.

```lean
/-- If `1 - β A` is monotone and an affine combination of the simple-mixing iterates `x₀, …, xₖ`
has a smaller residual than `xₖ`, then at least one of its coefficients is negative. -/
theorem acceleration_needs_negative (A : E →ₗ[ℝ] E) (b : E) (β : ℝ) (x₀ : E)
    (h : IsMonotone (1 - β • A)) (k : ℕ) (c : ℕ → ℝ) (hs : ∑ j ∈ range (k + 1), c j = 1)
    (hlt : ‖residual A b (∑ j ∈ range (k + 1), c j • mixing A b β x₀ j)‖ <
      ‖residual A b (mixing A b β x₀ k)‖) :
    ∃ j ∈ range (k + 1), c j < 0 := by
  by_contra hn
  have hc : ∀ j ∈ range (k + 1), 0 ≤ c j := fun j hj =>
    le_of_not_gt fun hneg => hn ⟨j, hj, hneg⟩
  -- the residual of an affine combination is the combination of the residuals
  have aff : residual A b (∑ j ∈ range (k + 1), c j • mixing A b β x₀ j) =
      ∑ j ∈ range (k + 1), c j • residual A b (mixing A b β x₀ j) := by
    simp only [residual, smul_sub, Finset.sum_sub_distrib, ← Finset.sum_smul, hs, one_smul,
      map_sum, map_smul]
  rw [aff] at hlt
  simp only [residual_mixing] at hlt
  exact not_lt_of_ge (norm_latest_le_norm_convex h _ k c hc hs) hlt
```

For a self-consistent field calculation, one step remains to be justified separately: replacing the nonlinear residual map by a linear one whose propagator satisfies `IsMonotone`.

## Gain by extrapolation, and loss of the bound

Here the letter `x` denotes a residual, not an iterate. The proof takes the value of \(t\) chosen above, and `sq` is the evaluated parabola.

```lean
/-- For monotone `M`, if the residual `M x` still changes in the next step, then some
extrapolation from `x` beyond `M x` has a strictly smaller norm than `M x`. -/
theorem extrapolation_gains {M : E →ₗ[ℝ] E} (h : IsMonotone M) (x : E)
    (hx : M (M x) ≠ M x) : ∃ t : ℝ, 0 < t ∧ ‖(1 + t) • M x - t • x‖ < ‖M x‖ := by
  have hd : M (x - M x) ≠ 0 := by
    rw [map_sub]
    exact sub_ne_zero.2 hx.symm
  have ha : 0 < inner ℝ (M x) (x - M x) :=
    lt_of_lt_of_le (pow_pos (norm_pos_iff.2 hd) 2) (decrement_overlap h x)
  have hD : 0 < ‖x - M x‖ ^ 2 + 1 := by positivity
  obtain ⟨t, ht⟩ : ∃ t : ℝ, t = inner ℝ (M x) (x - M x) / (‖x - M x‖ ^ 2 + 1) := ⟨_, rfl⟩
  have htpos : 0 < t := ht ▸ div_pos ha hD
  have hta : t * (‖x - M x‖ ^ 2 + 1) = inner ℝ (M x) (x - M x) := by
    rw [ht, div_mul_cancel₀ _ hD.ne']
  refine ⟨t, htpos, ?_⟩
  have e : (1 + t) • M x - t • x = M x - t • (x - M x) := by module
  -- the squared norm at the chosen value of t, simplified with `hta`
  have sq : ‖M x - t • (x - M x)‖ ^ 2 =
      ‖M x‖ ^ 2 - t * inner ℝ (M x) (x - M x) - t ^ 2 := by
    rw [norm_sub_sq_real, real_inner_smul_right, norm_smul, mul_pow, Real.norm_eq_abs, sq_abs]
    linear_combination t * hta
  rw [e]
  refine lt_of_pow_lt_pow_left₀ 2 (norm_nonneg _) ?_
  rw [sq]
  nlinarith [mul_pos htpos ha, pow_pos htpos 2]
```

The lower bound on \(M\) cannot be relaxed from \(0\) to \(-1/2\), even for a strict contraction. With \(M=-1/2\) the residual changes sign at each step, and interpolation cancels it.

```lean
/-- For the sign-alternating propagator `M = -1/2` and a nonzero residual `r₀`, the convex
weights `1/3` and `2/3` cancel the residual exactly, while the latest residual is nonzero. -/
theorem alternating_counterexample (r₀ : E) (hr : r₀ ≠ 0) :
    (1 / 3 : ℝ) • r₀ + (2 / 3 : ℝ) • ((-(1 / 2) : ℝ) • (1 : E →ₗ[ℝ] E)) r₀ = 0 ∧
      ((-(1 / 2) : ℝ) • (1 : E →ₗ[ℝ] E)) r₀ ≠ 0 := by
  rw [LinearMap.smul_apply, Module.End.one_apply]
  exact ⟨by module, smul_ne_zero (by norm_num) hr⟩
```

## Real symmetric matrices

In Mathlib `PosSemidef` includes symmetry for real matrices. The following theorem therefore turns the matrix conditions \(M\ge0\) and \(1-M\ge0\) into `IsMonotone`, by writing the Euclidean inner product as a dot product.

```lean
/-- A real matrix `M` for which `M` and `1 - M` are positive semidefinite acts as a monotone
operator on Euclidean space. -/
theorem isMonotone_of_posSemidef {n : Type*} [Fintype n] [DecidableEq n] {M : Matrix n n ℝ}
    (hM : M.PosSemidef) (hM' : (1 - M).PosSemidef) : IsMonotone (Matrix.toEuclideanLin M) := by
  have e : ∀ x y : EuclideanSpace ℝ n, inner ℝ x y = star x.ofLp ⬝ᵥ y.ofLp := fun x y =>
    (EuclideanSpace.inner_eq_star_dotProduct x y).trans (dotProduct_comm _ _)
  refine ⟨fun x y => ?_, fun x => ?_, fun x => ?_⟩
  · rw [e, e]
    change star (Matrix.mulVec M x.ofLp) ⬝ᵥ y.ofLp = star x.ofLp ⬝ᵥ Matrix.mulVec M y.ofLp
    rw [Matrix.star_mulVec, hM.isHermitian.eq, Matrix.dotProduct_mulVec]
  · rw [e]
    exact hM.dotProduct_mulVec_nonneg x.ofLp
  · have h1 := hM'.dotProduct_mulVec_nonneg x.ofLp
    rw [Matrix.sub_mulVec, Matrix.one_mulVec] at h1
    rw [e]
    exact h1
```

The matrix of the numerical example satisfies these conditions, since the diagonal entries of \(M\) and \(1-M\) are all nonnegative.

```lean
/-- The diagonal matrix with entries `1/2` and `1/4` gives a monotone operator. -/
theorem isMonotone_witness :
    IsMonotone (Matrix.toEuclideanLin (Matrix.diagonal ![(1 / 2 : ℝ), 1 / 4])) := by
  apply isMonotone_of_posSemidef
  · refine Matrix.posSemidef_diagonal_iff.2 fun i => ?_
    fin_cases i <;> norm_num
  · have e : (1 : Matrix (Fin 2) (Fin 2) ℝ) - Matrix.diagonal ![(1 / 2 : ℝ), 1 / 4] =
        Matrix.diagonal ![(1 / 2 : ℝ), 3 / 4] := by
      ext i j
      fin_cases i <;> fin_cases j <;> norm_num [Matrix.one_apply, Matrix.diagonal_apply]
    rw [e]
    refine Matrix.posSemidef_diagonal_iff.2 fun i => ?_
    fin_cases i <;> norm_num

end

end ConvexMixing
```

```lean
#print axioms ConvexMixing.norm_latest_le_norm_convex
#print axioms ConvexMixing.acceleration_needs_negative
#print axioms ConvexMixing.extrapolation_gains
#print axioms ConvexMixing.alternating_counterexample
```

```
'ConvexMixing.norm_latest_le_norm_convex' depends on axioms: [propext, Classical.choice, Quot.sound]
'ConvexMixing.acceleration_needs_negative' depends on axioms: [propext, Classical.choice, Quot.sound]
'ConvexMixing.extrapolation_gains' depends on axioms: [propext, Classical.choice, Quot.sound]
'ConvexMixing.alternating_counterexample' depends on axioms: [propext, Classical.choice, Quot.sound]
```
